# At fixed chemical potential, cleaving a non-interacting crystal costs between zero and the frozen bond energy

## Two halves, one cut, fixed chemical potential

The finite sets $m$ and $n$ label the spin-orbitals of the two crystal halves, called orbitals below. They are orthonormal, the electrons do not interact, and each orbital holds at most one electron. All matrices are complex, and $\mu$ is a real chemical potential that stays the same before and after the cut.

```lean
import Mathlib

open Matrix

namespace CleavageEnergy

noncomputable section

variable {m n : Type*} [Fintype m] [DecidableEq m] [Fintype n] [DecidableEq n]
```

For a Hermitian matrix $A$ with eigenvalues $\lambda_i$, let $U$ be the unitary matrix whose columns are orthonormal eigenvectors. In Lean $\lambda_i$ is `hA.eigenvalues i`, where `hA` is the proof that $A$ is Hermitian, and $U$ is `orbitals hA`; its columns are the eigenvectors, not the basis orbitals.

```lean
/-- The matrix whose columns are orthonormal eigenvectors of the Hermitian matrix `A`. -/
def orbitals {A : Matrix n n ℂ} (hA : A.IsHermitian) : Matrix n n ℂ :=
  (hA.eigenvectorUnitary : Matrix n n ℂ)
```

The occupied projector is $P = U\,\mathrm{diag}(f_i)\,U^\dagger$, with $f_i = 1$ if $\lambda_i < \mu$ and $f_i = 0$ otherwise. Levels exactly at $\mu$ count as empty.

```lean
/-- The projector on the eigenvectors of `A` with eigenvalue below `μ`. -/
def occupied {A : Matrix n n ℂ} (hA : A.IsHermitian) (μ : ℝ) : Matrix n n ℂ :=
  orbitals hA * diagonal (fun i => if hA.eigenvalues i < μ then (1 : ℂ) else 0) * (orbitals hA)ᴴ
```

The band energy is $O(A) = \sum_i \min(\lambda_i - \mu, 0)$, the zero-temperature grand potential of independent electrons.

```lean
/-- The sum of the negative eigenvalues of `A - μ`. -/
def bandEnergy {A : Matrix n n ℂ} (hA : A.IsHermitian) (μ : ℝ) : ℝ :=
  ∑ i, min (hA.eigenvalues i - μ) 0
```

A one-particle density matrix $Q$ has the energy $E_A(Q) = \mathrm{Re}\,\mathrm{tr}\big((A-\mu)Q\big)$.

```lean
/-- The energy `Re tr ((A - μ) Q)` of the one-particle density matrix `Q`. -/
def energy (A : Matrix n n ℂ) (μ : ℝ) (Q : Matrix n n ℂ) : ℝ :=
  (trace ((A - (μ : ℂ) • (1 : Matrix n n ℂ)) * Q)).re
```

The trial states are Slater determinants, whose density matrices satisfy $Q^\dagger = Q$ and $Q^2 = Q$.

```lean
/-- `Q` is an orthogonal projector: Hermitian and idempotent. -/
def IsProjector (Q : Matrix n n ℂ) : Prop := Qᴴ = Q ∧ Q * Q = Q
```

For the crystal, $A$ acts on the first half and $B$ on the second. The separated halves have the Hamiltonian $D = \mathrm{diag}(A, B)$.

```lean
/-- The Hamiltonian of the two separated crystal halves. -/
def halves (A : Matrix m m ℂ) (B : Matrix n n ℂ) : Matrix (m ⊕ n) (m ⊕ n) ℂ :=
  fromBlocks A 0 0 B
```

The bonds $V$ have the off-diagonal blocks $C$ and $C^\dagger$ and zero diagonal blocks. The bonded crystal is $H = D + V$.

```lean
/-- The bonds across the cleavage plane, which only couple one half to the other. -/
def bonds (C : Matrix m n ℂ) : Matrix (m ⊕ n) (m ⊕ n) ℂ :=
  fromBlocks 0 C Cᴴ 0
```

The matrix $S = \mathrm{diag}(1, -1)$ reverses the sign of every orbital on the second half.

```lean
/-- The sign change of all orbitals on the second half. -/
def flip : Matrix (m ⊕ n) (m ⊕ n) ℂ := fromBlocks 1 0 0 (-1)
```

## The occupied projector does not depend on the eigenbasis

In the general lemmas $A$ is again any Hermitian matrix on $n$. The spectral theorem gives $U^\dagger U = UU^\dagger = 1$ and $A = U\,\mathrm{diag}(\lambda_i)\,U^\dagger$.

```lean
/-- The eigenvectors of a Hermitian matrix form a unitary matrix that diagonalises it. -/
theorem orbitals_spec {A : Matrix n n ℂ} (hA : A.IsHermitian) :
    (orbitals hA)ᴴ * orbitals hA = 1 ∧ orbitals hA * (orbitals hA)ᴴ = 1 ∧
      A = orbitals hA * diagonal (fun i => (hA.eigenvalues i : ℂ)) * (orbitals hA)ᴴ := by
  refine ⟨mem_unitaryGroup_iff'.mp hA.eigenvectorUnitary.2,
    mem_unitaryGroup_iff.mp hA.eigenvectorUnitary.2, ?_⟩
  have h := hA.spectral_theorem
  rw [Unitary.conjStarAlgAut_apply] at h
  exact h
```

Suppose $Av = ev$ with $e$ real, and let $w = U^\dagger v$. Then $\lambda_i w_i = e w_i$, so for each $i$ either $w_i = 0$ or $\lambda_i = e$. In both cases $f_i w_i = f(e)\,w_i$, where $f(e)$ is 1 for $e<\mu$ and 0 otherwise. Multiplying by $U$ gives $Pv = f(e)\,v$. Since the eigenvectors span the space, this fixes $P$ even when levels are degenerate. The case split `by_cases hw` is the either-or above.

```lean
/-- The occupied projector keeps every eigenvector of `A` with eigenvalue below `μ` and
annihilates every eigenvector with eigenvalue at or above `μ`. -/
theorem occupied_mulVec {A : Matrix n n ℂ} (hA : A.IsHermitian) (μ e : ℝ) (v : n → ℂ)
    (hv : A *ᵥ v = (e : ℂ) • v) :
    occupied hA μ *ᵥ v = (if e < μ then (1 : ℂ) else 0) • v := by
  obtain ⟨h1, h2, h3⟩ := orbitals_spec hA
  have hc : diagonal (fun i => (hA.eigenvalues i : ℂ)) * (orbitals hA)ᴴ
      = (orbitals hA)ᴴ * A := by
    have h := congrArg (fun X => (orbitals hA)ᴴ * X) h3
    refine Eq.symm (h.trans ?_)
    simp only [← Matrix.mul_assoc]
    rw [h1, Matrix.one_mul]
  -- in the eigenbasis, `v` has components only at eigenvalues equal to `e`
  have h : diagonal (fun i => (hA.eigenvalues i : ℂ)) *ᵥ ((orbitals hA)ᴴ *ᵥ v)
      = (e : ℂ) • ((orbitals hA)ᴴ *ᵥ v) := by
    rw [← mulVec_smul, ← hv, mulVec_mulVec, mulVec_mulVec, hc]
  have hf : diagonal (fun i => if hA.eigenvalues i < μ then (1 : ℂ) else 0) *ᵥ
      ((orbitals hA)ᴴ *ᵥ v) = (if e < μ then (1 : ℂ) else 0) • ((orbitals hA)ᴴ *ᵥ v) := by
    ext i
    have hi := congrFun h i
    rw [mulVec_diagonal, Pi.smul_apply, smul_eq_mul] at hi ⊢
    by_cases hw : ((orbitals hA)ᴴ *ᵥ v) i = 0
    · rw [hw, mul_zero, mul_zero]
    · have he : hA.eigenvalues i = e := by exact_mod_cast mul_right_cancel₀ hw hi
      simp only [he]
  rw [occupied, ← mulVec_mulVec, ← mulVec_mulVec, hf, mulVec_smul, mulVec_mulVec, h2,
    one_mulVec]
```

## Occupations lie between zero and one

If $WW^\dagger = 1$ and $Q$ is a projector, then $W^\dagger Q W$ is Hermitian, and
$$(W^\dagger Q W)^2 = W^\dagger Q\,(WW^\dagger)\,Q W = W^\dagger Q W .$$

```lean
/-- A unitary change of basis turns a projector into a projector. -/
theorem IsProjector.conj {Q W : Matrix n n ℂ} (hQ : IsProjector Q) (hW : W * Wᴴ = 1) :
    IsProjector (Wᴴ * Q * W) := by
  constructor
  · simp only [conjTranspose_mul, conjTranspose_conjTranspose, hQ.1, Matrix.mul_assoc]
  · calc Wᴴ * Q * W * (Wᴴ * Q * W) = Wᴴ * Q * (W * Wᴴ) * Q * W := by
          simp only [Matrix.mul_assoc]
      _ = Wᴴ * Q * W := by rw [hW, Matrix.mul_one, Matrix.mul_assoc Wᴴ Q Q, hQ.2]
```

For a projector $R$,
$$R_{ii} = \sum_j R_{ij}R_{ji} = \sum_j |R_{ij}|^2 \ge |R_{ii}|^2 .$$
Hence $R_{ii}$ is real and $R_{ii}(1 - R_{ii}) \ge 0$, which means $0 \le R_{ii} \le 1$. Lean keeps one term of the sum with `Finset.single_le_sum` and leaves the quadratic inequality to `nlinarith`.

```lean
omit [DecidableEq n] in
/-- The occupation of each basis orbital in a projector lies between zero and one. -/
theorem IsProjector.occupation {R : Matrix n n ℂ} (hR : IsProjector R) (i : n) :
    0 ≤ (R i i).re ∧ (R i i).re ≤ 1 := by
  have h : (R i i).re = ∑ j, Complex.normSq (R i j) := by
    conv_lhs => rw [← hR.2]
    rw [Matrix.mul_apply, Complex.re_sum]
    refine Finset.sum_congr rfl fun j _ => ?_
    have hj : R j i = star (R i j) := (congrFun (congrFun hR.1 j) i).symm
    rw [hj]
    simp [Complex.normSq_apply]
  have h2 : Complex.normSq (R i i) ≤ (R i i).re := by
    rw [h]
    exact Finset.single_le_sum (f := fun j => Complex.normSq (R i j))
      (fun j _ => Complex.normSq_nonneg _) (Finset.mem_univ i)
  rw [Complex.normSq_apply] at h2
  constructor <;> nlinarith [sq_nonneg (R i i).re, sq_nonneg (R i i).im,
    sq_nonneg ((R i i).re - 1)]
```

The matrix $\mathrm{diag}(f_i)$ is a projector because its entries are 0 or 1. The change of basis with $W = U^\dagger$ turns it into $P$, so $P$ is a projector too.

```lean
/-- The occupied projector is an orthogonal projector. -/
theorem occupied_isProjector {A : Matrix n n ℂ} (hA : A.IsHermitian) (μ : ℝ) :
    IsProjector (occupied hA μ) := by
  have hd : IsProjector (diagonal (fun i => if hA.eigenvalues i < μ then (1 : ℂ) else 0)) := by
    constructor
    · rw [diagonal_conjTranspose]
      congr 1
      ext i
      by_cases h : hA.eigenvalues i < μ <;> simp [h]
    · rw [diagonal_mul_diagonal]
      congr 1
      ext i
      by_cases h : hA.eigenvalues i < μ <;> simp [h]
  have h := hd.conj (W := (orbitals hA)ᴴ)
    (by rw [conjTranspose_conjTranspose]; exact (orbitals_spec hA).1)
  rwa [conjTranspose_conjTranspose] at h
```

## The minimum principle

In the eigenbasis the energy is a sum over levels,
$$E_A(Q) = \sum_i (\lambda_i - \mu)\,q_i, \qquad q_i = \mathrm{Re}\,(U^\dagger Q U)_{ii} .$$
This is `key` in the proof, and it follows from the spectral form of $A - \mu$ and the cyclic property of the trace. Since $0 \le q_i \le 1$, each term is at least $\min(\lambda_i - \mu, 0)$, and therefore $O(A) \le E_A(Q)$. For $Q = P$ the occupations are $q_i = f_i$, and every term equals its minimum.

```lean
/-- Minimum principle: the band energy is the energy of the occupied projector, and no
orthogonal projector has a lower energy. -/
theorem bandEnergy_minimum {A : Matrix n n ℂ} (hA : A.IsHermitian) (μ : ℝ) :
    energy A μ (occupied hA μ) = bandEnergy hA μ ∧
      ∀ Q, IsProjector Q → bandEnergy hA μ ≤ energy A μ Q := by
  obtain ⟨h1, h2, h3⟩ := orbitals_spec hA
  have hs : A - (μ : ℂ) • (1 : Matrix n n ℂ) = orbitals hA *
      diagonal (fun i => ((hA.eigenvalues i - μ : ℝ) : ℂ)) * (orbitals hA)ᴴ := by
    have hd : diagonal (fun i => ((hA.eigenvalues i - μ : ℝ) : ℂ))
        = diagonal (fun i => (hA.eigenvalues i : ℂ)) - (μ : ℂ) • (1 : Matrix n n ℂ) := by
      ext i j
      by_cases h : i = j
      · subst h; simp
      · simp [h]
    rw [hd, Matrix.mul_sub, Matrix.sub_mul, ← h3, Matrix.mul_smul, Matrix.smul_mul,
      Matrix.mul_one, h2]
  -- the energy is a sum over levels, weighted with their occupations
  have key : ∀ Q, energy A μ Q = ∑ i, (hA.eigenvalues i - μ) *
      (((orbitals hA)ᴴ * Q * orbitals hA) i i).re := by
    intro Q
    have ht : ∀ d : Matrix n n ℂ, trace (orbitals hA * d * (orbitals hA)ᴴ * Q)
        = trace (d * ((orbitals hA)ᴴ * Q * orbitals hA)) := by
      intro d
      have h := Matrix.trace_mul_comm (orbitals hA) (d * ((orbitals hA)ᴴ * Q))
      simpa only [Matrix.mul_assoc] using h
    rw [energy, hs, ht]
    simp only [Matrix.trace, Matrix.diag_apply, Matrix.diagonal_mul, Complex.re_sum,
      Complex.re_ofReal_mul]
  constructor
  · have ho : (orbitals hA)ᴴ * occupied hA μ * orbitals hA
        = diagonal (fun i => if hA.eigenvalues i < μ then (1 : ℂ) else 0) := by
      rw [occupied, ← Matrix.mul_assoc, ← Matrix.mul_assoc, h1, Matrix.one_mul,
        Matrix.mul_assoc, h1, Matrix.mul_one]
    rw [key, ho, bandEnergy]
    refine Finset.sum_congr rfl fun i _ => ?_
    rw [diagonal_apply_eq]
    by_cases h : hA.eigenvalues i < μ
    · rw [if_pos h, min_eq_left (by linarith), Complex.one_re, mul_one]
    · rw [if_neg h, min_eq_right (by linarith), Complex.zero_re, mul_zero]
  · intro Q hQ
    rw [key, bandEnergy]
    refine Finset.sum_le_sum fun i _ => ?_
    obtain ⟨q0, q1⟩ := (hQ.conj h2).occupation i
    rcases le_total (hA.eigenvalues i - μ) 0 with h | h
    · rw [min_eq_left h]
      nlinarith
    · rw [min_eq_right h]
      exact mul_nonneg h q0
```

## Bounds on the cleavage energy

If $A$ and $B$ are Hermitian, so are $D$ and $D + V$. The two parts of the next theorem, `.1` and `.2`, supply the proofs of this that `bandEnergy` and `occupied` take as arguments.

```lean
omit [Fintype m] [DecidableEq m] [Fintype n] [DecidableEq n] in
/-- If the Hamiltonians of both halves are Hermitian, so are those of the cleaved and of the
bonded crystal. -/
theorem crystal_isHermitian {A : Matrix m m ℂ} {B : Matrix n n ℂ} (hA : A.IsHermitian)
    (hB : B.IsHermitian) (C : Matrix m n ℂ) :
    (halves A B).IsHermitian ∧ (halves A B + bonds C).IsHermitian := by
  have hD : (halves A B).IsHermitian := IsHermitian.fromBlocks hA (by simp) hB
  have hV : (bonds C).IsHermitian := IsHermitian.fromBlocks isHermitian_zero rfl isHermitian_zero
  exact ⟨hD, hD.add hV⟩
```

Block multiplication gives $SS^\dagger = 1$, $SDS^\dagger = D$ and $SVS^\dagger = -V$.

```lean
/-- Changing the sign of all orbitals on one half is unitary, leaves the separated halves
unchanged and reverses the sign of the bonds. -/
theorem flip_spec (A : Matrix m m ℂ) (B : Matrix n n ℂ) (C : Matrix m n ℂ) :
    (flip : Matrix (m ⊕ n) (m ⊕ n) ℂ) * flipᴴ = 1 ∧
      flip * halves A B * flipᴴ = halves A B ∧ flip * bonds C * flipᴴ = -bonds C := by
  refine ⟨?_, ?_, ?_⟩ <;>
    simp [flip, halves, bonds, fromBlocks_multiply, fromBlocks_conjTranspose, fromBlocks_neg]
```

From here on $P$ is the occupied projector of $H$. For every $Q$ the energy splits as $E_H(Q) = E_D(Q) + \mathrm{Re}\,\mathrm{tr}(VQ)$.

For the upper bound, take $P$ as a trial state for the separated halves:
$$O(D) \le E_D(P) = E_H(P) - \mathrm{Re}\,\mathrm{tr}(VP) = O(H) - \mathrm{Re}\,\mathrm{tr}(VP).$$

For the lower bound, let $Q$ be the occupied projector of $D$ and $b = \mathrm{Re}\,\mathrm{tr}(VQ)$. The projectors $Q$ and $S^\dagger Q S$ are both trial states for $H$. They have the same energy in $D$, and their energies in $V$ are $b$ and $-b$:
$$O(H) \le O(D) + b, \qquad O(H) \le O(D) - b .$$
The average of the two is $O(H) \le O(D)$. In fact $b = 0$, because $D$ does not couple the halves and so $Q$ has no elements between them; the sign change makes it unnecessary to prove this. In the code the two inequalities are `t1` and `t2`, and `linarith` adds them.

The cleavage energy is $O(D) - O(H)$. The theorem thus reads: for Hermitian $A$ and $B$, any $C$ and any real $\mu$,
$$0 \le O(D) - O(H) \le -\mathrm{Re}\,\mathrm{tr}(VP).$$
The trace of a product of two Hermitian matrices is real, so taking the real part changes nothing.

```lean
/-- Cleaving a crystal with Hermitian halves never lowers the band energy, and raises it by at
most the bond energy `-Re tr (V P)` evaluated with the occupied states of the bonded crystal. -/
theorem cleavage_bounds {A : Matrix m m ℂ} {B : Matrix n n ℂ} (hA : A.IsHermitian)
    (hB : B.IsHermitian) (C : Matrix m n ℂ) (μ : ℝ) :
    0 ≤ bandEnergy (crystal_isHermitian hA hB C).1 μ
        - bandEnergy (crystal_isHermitian hA hB C).2 μ ∧
      bandEnergy (crystal_isHermitian hA hB C).1 μ
        - bandEnergy (crystal_isHermitian hA hB C).2 μ
        ≤ -(trace (bonds C * occupied (crystal_isHermitian hA hB C).2 μ)).re := by
  obtain ⟨eD, minD⟩ := bandEnergy_minimum (crystal_isHermitian hA hB C).1 μ
  obtain ⟨eH, minH⟩ := bandEnergy_minimum (crystal_isHermitian hA hB C).2 μ
  obtain ⟨s1, s2, s3⟩ := flip_spec A B C
  have split : ∀ Q, energy (halves A B + bonds C) μ Q
      = energy (halves A B) μ Q + (trace (bonds C * Q)).re := by
    intro Q
    rw [energy, energy, add_sub_right_comm, Matrix.add_mul, trace_add, Complex.add_re]
  constructor
  · -- the occupied states of the halves, with and without the sign change, as trial states
    have hQ := occupied_isProjector (crystal_isHermitian hA hB C).1 μ
    have t1 := minH _ hQ
    have t2 := minH _ (hQ.conj s1)
    have move : ∀ X Q : Matrix (m ⊕ n) (m ⊕ n) ℂ,
        trace (X * (flipᴴ * Q * flip)) = trace (flip * X * flipᴴ * Q) := by
      intro X Q
      have h := Matrix.trace_mul_comm (X * (flipᴴ * Q)) flip
      simpa only [Matrix.mul_assoc] using h
    have hD : ∀ Q, energy (halves A B) μ (flipᴴ * Q * flip) = energy (halves A B) μ Q := by
      intro Q
      rw [energy, energy, move, Matrix.mul_sub, Matrix.sub_mul, s2, Matrix.mul_smul,
        Matrix.smul_mul, Matrix.mul_one, s1]
    rw [split] at t1 t2
    rw [hD, move, s3, Matrix.neg_mul, trace_neg, Complex.neg_re] at t2
    linarith
  · -- the occupied states of the bonded crystal as trial states for the halves
    have t := minD _ (occupied_isProjector (crystal_isHermitian hA hB C).2 μ)
    rw [split] at eH
    linarith
```

The right-hand side is the bond energy with the electrons frozen in the states of the uncut crystal; the difference between the two sides is what the electrons gain by readjusting to the cut. The model leaves out electron interactions, repulsion between the ions, relaxation of the atoms and any change of the on-site energies at the new surfaces. It also fixes $\mu$ and not the number of electrons.

The lower bound needs more of $V$ than being Hermitian with zero trace. Take one orbital on each half, with $D = \mathrm{diag}(\mu - 1, \mu + 1)$ and $V = \mathrm{diag}(1, -1)$. Then $O(D) = -1$, while $H = \mu 1$ gives $O(H) = 0$, and the difference is $-1$.

In a tight-binding calculation of a slab, $C_{ij}$ is the hopping from orbital $j$ on one side of the cleavage plane to orbital $i$ on the other. The upper bound is then
$$-\mathrm{tr}(VP) = -2\,\mathrm{Re}\sum_{i,j} C_{ij}P_{ji},$$
a sum of hoppings times density-matrix elements across the plane. It needs only the occupied states of the uncut slab. When both halves are thick, dividing it by twice the area of the cut, since two surfaces appear, gives an upper bound on the band contribution to the unrelaxed surface energy of this non-interacting model at fixed $\mu$, averaged over the two surfaces.

## Halves for which the upper bound is exact

Let $A = \mu 1$ and $B = \mu 1$, so that each half consists of uncoupled orbitals at the chemical potential. Then $D - \mu = 0$ and $O(D) = 0$, while
$$O(H) = \mathrm{Re}\,\mathrm{tr}\big((H - \mu)P\big) = \mathrm{Re}\,\mathrm{tr}(VP).$$
The cleavage energy equals the frozen bond energy for every $C$. With one orbital on each half and coupling $c$, the levels of $H$ are $\mu \pm |c|$, and both quantities are $|c|$.

```lean
/-- The upper bound is attained when both halves consist of uncoupled orbitals at energy `μ`,
whatever the bonds between the halves. -/
theorem cleavage_eq_bond_energy {A : Matrix m m ℂ} {B : Matrix n n ℂ} (hA : A.IsHermitian)
    (hB : B.IsHermitian) (C : Matrix m n ℂ) (μ : ℝ)
    (hAμ : A = (μ : ℂ) • (1 : Matrix m m ℂ)) (hBμ : B = (μ : ℂ) • (1 : Matrix n n ℂ)) :
    bandEnergy (crystal_isHermitian hA hB C).1 μ - bandEnergy (crystal_isHermitian hA hB C).2 μ
      = -(trace (bonds C * occupied (crystal_isHermitian hA hB C).2 μ)).re := by
  have h0 : halves A B = (μ : ℂ) • (1 : Matrix (m ⊕ n) (m ⊕ n) ℂ) := by
    rw [halves, hAμ, hBμ, ← fromBlocks_one, fromBlocks_smul, smul_zero, smul_zero]
  have eD := (bandEnergy_minimum (crystal_isHermitian hA hB C).1 μ).1
  have eH := (bandEnergy_minimum (crystal_isHermitian hA hB C).2 μ).1
  have hz : halves A B - (μ : ℂ) • (1 : Matrix (m ⊕ n) (m ⊕ n) ℂ) = 0 := sub_eq_zero.mpr h0
  rw [energy, hz, Matrix.zero_mul, trace_zero, Complex.zero_re] at eD
  rw [energy, add_sub_right_comm, hz, zero_add] at eH
  linarith

end

end CleavageEnergy
```

```lean
#print axioms CleavageEnergy.occupied_mulVec
-- 'CleavageEnergy.occupied_mulVec' depends on axioms: [propext, Classical.choice, Quot.sound]
#print axioms CleavageEnergy.cleavage_bounds
-- 'CleavageEnergy.cleavage_bounds' depends on axioms: [propext, Classical.choice, Quot.sound]
#print axioms CleavageEnergy.cleavage_eq_bond_energy
-- 'CleavageEnergy.cleavage_eq_bond_energy' depends on axioms: [propext, Classical.choice, Quot.sound]
```
